# The direct MP2 sum as a Laplace integral with atomic-orbital pseudo-densities

## One occupied and one virtual orbital

Take one occupied orbital $i$ with energy $e_i$ and one virtual orbital $a$ with energy $e_a>e_i$. Let $K=(ia|ia)$ be their two-electron integral. The direct sum of second-order Møller–Plesset theory (MP2) then has a single term,

$$\frac{K^2}{2(e_a-e_i)}=\int_0^\infty K^2e^{-2(e_a-e_i)t}\,dt .$$

The fraction ties the two energies together, but the exponential splits into factors that each know one orbital:

$$e^{-2(e_a-e_i)t}=e^{e_it}\,e^{-e_at}\,e^{e_it}\,e^{-e_at}.$$

Each factor can be absorbed into the expansion coefficients of its own orbital. If the gap $e_a-e_i$ shrinks to zero while $K\neq0$ stays fixed, the integrand stops decaying and both sides diverge.

## Denominators in an atomic-orbital basis

With several orbitals, the denominator is

$$D_{iajb}=e_a+e_b-e_i-e_j .$$

It couples four molecular orbitals, so in general the sum does not factor into a separate sum for each orbital. Once the denominator is an integral over exponentials, the orbital sums can be carried out separately at each $t$, which has the dimension of an inverse energy. This is the basis of Laplace-transformed MP2 in electronic structure; the identity here is for a finite real basis and the exact integral, not a numerical quadrature.

Let $C_{\mu i}$ and $C_{\nu a}$ be the occupied and virtual coefficients, and let $g_{\mu\nu\kappa\tau}$ be the atomic-orbital integrals $(\mu\nu|\kappa\tau)$. Define

$$(ia|jb)_g=\sum_{\mu\nu\kappa\tau}C_{\mu i}C_{\nu a}C_{\kappa j}C_{\tau b}\,g_{\mu\nu\kappa\tau},$$

$$X_{\mu\mu'}(t)=\sum_iC_{\mu i}C_{\mu' i}e^{e_it},\qquad
Y_{\nu\nu'}(t)=\sum_aC_{\nu a}C_{\nu' a}e^{-e_at}.$$

The matrices $X$ and $Y$ are the occupied and virtual pseudo-densities. For two arrays $g$ and $h$, the atomic-orbital contraction is

$$I_{gh}(t)=\sum_{\mu\nu\kappa\tau}g_{\mu\nu\kappa\tau}\sum_{\mu'\nu'\kappa'\tau'}X_{\mu\mu'}Y_{\nu\nu'}X_{\kappa\kappa'}Y_{\tau\tau'}\,h_{\mu'\nu'\kappa'\tau'} .$$

## The statement and its hypotheses

The main theorem, `direct_mp2_eq_integral`, says that if $e_i<e_a$ for every occupied $i$ and virtual $a$, then

$$\sum_{iajb}\frac{(ia|jb)_g^2}{D_{iajb}}=\int_0^\infty I_{gg}(t)\,dt .$$

The finite types `A`, `O` and `V` label atomic, occupied and virtual orbitals. An `OrbitalSet` holds the coefficients and energies, and `hgap` is the ordering condition. It stands for a gapped reference state, such as that of a closed-shell molecule with a clear separation between its highest occupied and lowest virtual levels. `occDensity` and `virDensity` are $X$ and $Y$, `pseudoTransform` is the inner sum over primed indices, and `aoContraction` is $I_{gh}$. The domain `Ioi 0` is $t>0$.

The sum is positive or zero and carries no spin factor; the direct part of the closed-shell MP2 correlation energy is $-2$ times it. The array `g` is any real four-index array, with no permutation symmetry and no density fitting assumed. The orbitals need not be orthonormal or solve the Hartree–Fock equations, so those properties enter only when the sum is interpreted as an MP2 quantity. Complex orbitals, infinite bases and quadrature errors are not treated.

## From pseudo-densities to energy denominators

Multiplying out the four pseudo-densities gives

$$X_{\mu\mu'}Y_{\nu\nu'}X_{\kappa\kappa'}Y_{\tau\tau'}
=\sum_{iajb}C_{\mu i}C_{\nu a}C_{\kappa j}C_{\tau b}\;
C_{\mu' i}C_{\nu' a}C_{\kappa' j}C_{\tau' b}\;e^{-D_{iajb}t},$$

because the exponents add to $e_it-e_at+e_jt-e_bt=-D_{iajb}t$. Multiply by $h_{\mu'\nu'\kappa'\tau'}$ and sum over the primed indices. All sums are finite, so their order may be exchanged, and the primed coefficients combine with $h$ into $(ia|jb)_h$. Multiplying by $g_{\mu\nu\kappa\tau}$ and summing over the unprimed indices produces $(ia|jb)_g$ in the same way:

$$I_{gh}(t)=\sum_{iajb}(ia|jb)_g\,(ia|jb)_h\,e^{-D_{iajb}t}.$$

The ordering condition makes every denominator positive, since $D_{iajb}=(e_a-e_i)+(e_b-e_j)$. Therefore

$$\int_0^\infty e^{-D_{iajb}t}\,dt=\left[-\frac{e^{-D_{iajb}t}}{D_{iajb}}\right]_0^\infty=\frac1{D_{iajb}} .$$

A finite sum of integrable functions can be integrated term by term, so

$$\int_0^\infty I_{gh}(t)\,dt=\sum_{iajb}\frac{(ia|jb)_g\,(ia|jb)_h}{D_{iajb}} .$$

Setting $h=g$ gives the direct result.

## Exchange through a second array

Now choose $h_{\mu\nu\kappa\tau}=2g_{\mu\nu\kappa\tau}-g_{\mu\tau\kappa\nu}$. In the transform of the second term, exchanging the summation names $\nu$ and $\tau$ gives

$$\sum_{\mu\nu\kappa\tau}C_{\mu i}C_{\nu a}C_{\kappa j}C_{\tau b}\,g_{\mu\tau\kappa\nu}
=\sum_{\mu\nu\kappa\tau}C_{\mu i}C_{\nu b}C_{\kappa j}C_{\tau a}\,g_{\mu\nu\kappa\tau}=(ib|ja)_g .$$

Hence $(ia|jb)_h=2(ia|jb)_g-(ib|ja)_g$, and the closed-shell MP2 correlation energy is

$$-\sum_{iajb}\frac{(ia|jb)_g\,[\,2(ia|jb)_g-(ib|ja)_g\,]}{D_{iajb}}=-\int_0^\infty I_{gh}(t)\,dt .$$

For the single pair of orbitals above, the bracket is $2K-K=K$, and the energy is $-K^2/[2(e_a-e_i)]$.

## Decay set by the orbital gap

Suppose $e_a-e_i\ge\delta$ for all pairs. Then $D_{iajb}\ge2\delta$, and for $t\ge0$ each exponential satisfies $e^{-D_{iajb}t}\le e^{-2\delta t}$. The weights $(ia|jb)_g^2$ are non-negative, so

$$0\le I_{gg}(t)\le e^{-2\delta t}I_{gg}(0).$$

The theorem `direct_integrand_decay` allows any real $\delta$, but the bound expresses decay only when $\delta>0$. It concerns the direct integrand and not the one with exchange.

## The Lean file

```lean
import Mathlib

open MeasureTheory Set

namespace AtomicOrbitalLaplaceMP2

noncomputable section

/-- Real occupied and virtual orbitals: expansion coefficients in atomic orbitals `A`,
and orbital energies. -/
structure OrbitalSet (A O V : Type*) where
  /-- coefficients of the occupied orbitals -/
  Cocc : A → O → ℝ
  /-- coefficients of the virtual orbitals -/
  Cvir : A → V → ℝ
  /-- occupied orbital energies -/
  eocc : O → ℝ
  /-- virtual orbital energies -/
  evir : V → ℝ

variable {A O V : Type*} [Fintype A] [Fintype O] [Fintype V]

/-- The molecular-orbital integral `(ia|jb)` obtained from atomic-orbital integrals `g`. -/
def moIntegral (S : OrbitalSet A O V) (g : A → A → A → A → ℝ) (i : O) (a : V) (j : O) (b : V) : ℝ :=
  ∑ μ, ∑ ν, ∑ κ, ∑ τ, S.Cocc μ i * S.Cvir ν a * S.Cocc κ j * S.Cvir τ b * g μ ν κ τ

/-- The MP2 energy denominator `e_a + e_b - e_i - e_j`. -/
def denom (S : OrbitalSet A O V) (i : O) (a : V) (j : O) (b : V) : ℝ :=
  S.evir a + S.evir b - S.eocc i - S.eocc j

/-- The occupied pseudo-density `∑ i, C_μi C_νi exp(e_i t)`. -/
def occDensity (S : OrbitalSet A O V) (t : ℝ) (μ ν : A) : ℝ :=
  ∑ i, S.Cocc μ i * S.Cocc ν i * Real.exp (S.eocc i * t)

/-- The virtual pseudo-density `∑ a, C_μa C_νa exp(-e_a t)`. -/
def virDensity (S : OrbitalSet A O V) (t : ℝ) (μ ν : A) : ℝ :=
  ∑ a, S.Cvir μ a * S.Cvir ν a * Real.exp (-S.evir a * t)

/-- Atomic-orbital integrals with all four indices transformed by pseudo-densities. -/
def pseudoTransform (S : OrbitalSet A O V) (h : A → A → A → A → ℝ) (t : ℝ) (μ ν κ τ : A) : ℝ :=
  ∑ μ', ∑ ν', ∑ κ', ∑ τ', occDensity S t μ μ' * virDensity S t ν ν' *
    occDensity S t κ κ' * virDensity S t τ τ' * h μ' ν' κ' τ'

/-- The contraction of atomic-orbital integrals `g` with the pseudo-density transform of `h`. -/
def aoContraction (S : OrbitalSet A O V) (g h : A → A → A → A → ℝ) (t : ℝ) : ℝ :=
  ∑ μ, ∑ ν, ∑ κ, ∑ τ, g μ ν κ τ * pseudoTransform S h t μ ν κ τ

/-- Sums over four atomic orbitals and over a double excitation may be exchanged. -/
lemma quad_comm (F : A → A → A → A → O → V → O → V → ℝ) :
    ∑ μ, ∑ ν, ∑ κ, ∑ τ, ∑ i, ∑ a, ∑ j, ∑ b, F μ ν κ τ i a j b =
      ∑ i, ∑ a, ∑ j, ∑ b, ∑ μ, ∑ ν, ∑ κ, ∑ τ, F μ ν κ τ i a j b := by
  have h := Finset.sum_comm (s := (Finset.univ : Finset (A × A × A × A)))
    (t := (Finset.univ : Finset (O × V × O × V)))
    (f := fun p q => F p.1 p.2.1 p.2.2.1 p.2.2.2 q.1 q.2.1 q.2.2.1 q.2.2.2)
  simpa only [Fintype.sum_prod_type] using h

/-- A product of two occupied and two virtual sums is a sum over double excitations. -/
lemma quad_prod (f h : O → ℝ) (g k : V → ℝ) :
    (∑ i, f i) * (∑ a, g a) * (∑ j, h j) * (∑ b, k b) =
      ∑ i, ∑ a, ∑ j, ∑ b, f i * g a * h j * k b := by
  simp only [← Finset.mul_sum, ← Finset.sum_mul]

/-- The pseudo-density transform as a sum of molecular-orbital integrals, each multiplied by four
orbital coefficients and by `exp(-D t)`, where `D` is its energy denominator. -/
theorem pseudoTransform_eq (S : OrbitalSet A O V) (h : A → A → A → A → ℝ) (t : ℝ) (μ ν κ τ : A) :
    pseudoTransform S h t μ ν κ τ = ∑ i, ∑ a, ∑ j, ∑ b,
      S.Cocc μ i * S.Cvir ν a * S.Cocc κ j * S.Cvir τ b *
        Real.exp (-denom S i a j b * t) * moIntegral S h i a j b := by
  -- the four exponential weights multiply to `exp(-D t)`, with `D` the denominator
  have hexp : ∀ i a j b, Real.exp (-denom S i a j b * t) =
      Real.exp (S.eocc i * t) * Real.exp (-S.evir a * t) *
        Real.exp (S.eocc j * t) * Real.exp (-S.evir b * t) := by
    intro i a j b
    rw [← Real.exp_add, ← Real.exp_add, ← Real.exp_add]
    congr 1
    unfold denom
    ring
  have key : ∀ μ' ν' κ' τ', occDensity S t μ μ' * virDensity S t ν ν' *
      occDensity S t κ κ' * virDensity S t τ τ' * h μ' ν' κ' τ' =
      ∑ i, ∑ a, ∑ j, ∑ b, S.Cocc μ i * S.Cvir ν a * S.Cocc κ j * S.Cvir τ b *
        Real.exp (-denom S i a j b * t) *
        (S.Cocc μ' i * S.Cvir ν' a * S.Cocc κ' j * S.Cvir τ' b * h μ' ν' κ' τ') := by
    intro μ' ν' κ' τ'
    unfold occDensity virDensity
    rw [quad_prod]
    simp only [Finset.sum_mul]
    refine Finset.sum_congr rfl fun i _ => Finset.sum_congr rfl fun a _ =>
      Finset.sum_congr rfl fun j _ => Finset.sum_congr rfl fun b _ => ?_
    rw [hexp]
    ring
  simp only [pseudoTransform, key]
  rw [quad_comm]
  simp only [moIntegral, Finset.mul_sum]

/-- At each `t` the atomic-orbital contraction equals the sum over double excitations of
products of molecular-orbital integrals, weighted by `exp(-(e_a + e_b - e_i - e_j) t)`. -/
theorem aoContraction_eq (S : OrbitalSet A O V) (g h : A → A → A → A → ℝ) (t : ℝ) :
    aoContraction S g h t = ∑ i, ∑ a, ∑ j, ∑ b,
      moIntegral S g i a j b * moIntegral S h i a j b * Real.exp (-denom S i a j b * t) := by
  simp only [aoContraction, pseudoTransform_eq, Finset.mul_sum]
  rw [quad_comm]
  refine Finset.sum_congr rfl fun i _ => Finset.sum_congr rfl fun a _ =>
    Finset.sum_congr rfl fun j _ => Finset.sum_congr rfl fun b _ => ?_
  generalize moIntegral S h i a j b = m
  simp only [moIntegral, Finset.sum_mul]
  refine Finset.sum_congr rfl fun μ _ => Finset.sum_congr rfl fun ν _ =>
    Finset.sum_congr rfl fun κ _ => Finset.sum_congr rfl fun τ _ => ?_
  ring

/-- If all virtual energies lie above all occupied ones, the atomic-orbital contraction is
integrable over `t > 0`, and its integral is the sum with MP2 energy denominators. -/
theorem laplace_bilinear (S : OrbitalSet A O V) (hgap : ∀ i a, S.eocc i < S.evir a)
    (g h : A → A → A → A → ℝ) :
    IntegrableOn (aoContraction S g h) (Ioi 0) ∧
    ∑ i, ∑ a, ∑ j, ∑ b, moIntegral S g i a j b * moIntegral S h i a j b / denom S i a j b =
      ∫ t in Ioi (0 : ℝ), aoContraction S g h t := by
  have hD : ∀ i a j b, 0 < denom S i a j b := by
    intro i a j b
    unfold denom
    linarith [hgap i a, hgap j b]
  -- one sum over all double excitations
  have hflat : aoContraction S g h = fun t => ∑ q : O × V × O × V,
      moIntegral S g q.1 q.2.1 q.2.2.1 q.2.2.2 * moIntegral S h q.1 q.2.1 q.2.2.1 q.2.2.2 *
        Real.exp (-denom S q.1 q.2.1 q.2.2.1 q.2.2.2 * t) := by
    funext t
    rw [aoContraction_eq]
    simp only [Fintype.sum_prod_type]
  have hint : ∀ q ∈ (Finset.univ : Finset (O × V × O × V)), Integrable (fun t : ℝ =>
      moIntegral S g q.1 q.2.1 q.2.2.1 q.2.2.2 * moIntegral S h q.1 q.2.1 q.2.2.1 q.2.2.2 *
        Real.exp (-denom S q.1 q.2.1 q.2.2.1 q.2.2.2 * t)) (volume.restrict (Ioi 0)) :=
    fun q _ => Integrable.const_mul (exp_neg_integrableOn_Ioi 0 (hD _ _ _ _)) _
  rw [hflat]
  refine ⟨MeasureTheory.integrable_finsetSum _ hint, ?_⟩
  rw [MeasureTheory.integral_finsetSum _ hint]
  simp only [Fintype.sum_prod_type]
  refine Finset.sum_congr rfl fun i _ => Finset.sum_congr rfl fun a _ =>
    Finset.sum_congr rfl fun j _ => Finset.sum_congr rfl fun b _ => ?_
  -- the Laplace transform of the constant one
  have hL : ∫ t in Ioi (0 : ℝ), Real.exp (-denom S i a j b * t) = 1 / denom S i a j b := by
    rw [integral_exp_mul_Ioi (neg_lt_zero.mpr (hD i a j b))]
    simp
  rw [integral_const_mul, hL]
  ring

/-- **Atomic-orbital Laplace MP2.** If all virtual energies lie above all occupied ones, the direct
MP2 sum equals the integral over `t > 0` of atomic-orbital integrals contracted with occupied and
virtual pseudo-densities. -/
theorem direct_mp2_eq_integral (S : OrbitalSet A O V) (hgap : ∀ i a, S.eocc i < S.evir a)
    (g : A → A → A → A → ℝ) :
    ∑ i, ∑ a, ∑ j, ∑ b, moIntegral S g i a j b ^ 2 /
        (S.evir a + S.evir b - S.eocc i - S.eocc j) =
      ∫ t in Ioi (0 : ℝ), aoContraction S g g t := by
  rw [← (laplace_bilinear S hgap g g).2]
  simp only [denom, pow_two]

omit [Fintype O] [Fintype V] in
/-- Subtracting the exchange-permuted array from twice the atomic-orbital integrals gives
`2(ia|jb) - (ib|ja)` in molecular orbitals. -/
theorem moIntegral_exchange (S : OrbitalSet A O V) (g : A → A → A → A → ℝ)
    (i : O) (a : V) (j : O) (b : V) :
    moIntegral S (fun μ ν κ τ => 2 * g μ ν κ τ - g μ τ κ ν) i a j b =
      2 * moIntegral S g i a j b - moIntegral S g i b j a := by
  -- exchange the names of the two virtual-side atomic orbitals
  have swap : ∀ F : A → A → A → ℝ,
      ∑ ν, ∑ κ, ∑ τ, F ν κ τ = ∑ τ, ∑ κ, ∑ ν, F ν κ τ := fun F =>
    Finset.sum_comm.trans ((Finset.sum_congr rfl fun κ _ => Finset.sum_comm).trans
      Finset.sum_comm)
  have hx : moIntegral S g i b j a = ∑ μ, ∑ ν, ∑ κ, ∑ τ,
      S.Cocc μ i * S.Cvir τ b * S.Cocc κ j * S.Cvir ν a * g μ τ κ ν :=
    Finset.sum_congr rfl fun μ _ => swap (fun ν κ τ =>
      S.Cocc μ i * S.Cvir ν b * S.Cocc κ j * S.Cvir τ a * g μ ν κ τ)
  rw [hx]
  simp only [moIntegral, Finset.mul_sum, ← Finset.sum_sub_distrib]
  refine Finset.sum_congr rfl fun μ _ => Finset.sum_congr rfl fun ν _ =>
    Finset.sum_congr rfl fun κ _ => Finset.sum_congr rfl fun τ _ => ?_
  ring

/-- If all virtual energies lie above all occupied ones, the closed-shell MP2 energy expression,
exchange included, is minus the integral over `t > 0` of an atomic-orbital contraction with
pseudo-densities. -/
theorem closed_shell_mp2_eq_integral (S : OrbitalSet A O V)
    (hgap : ∀ i a, S.eocc i < S.evir a) (g : A → A → A → A → ℝ) :
    -∑ i, ∑ a, ∑ j, ∑ b, moIntegral S g i a j b *
        (2 * moIntegral S g i a j b - moIntegral S g i b j a) / denom S i a j b =
      -∫ t in Ioi (0 : ℝ), aoContraction S g (fun μ ν κ τ => 2 * g μ ν κ τ - g μ τ κ ν) t := by
  rw [← (laplace_bilinear S hgap g _).2]
  simp only [moIntegral_exchange]

/-- If every orbital gap is at least `δ`, the direct integrand at `t ≥ 0` is non-negative and
at most `exp(-2δt)` times its value at `t = 0`. -/
theorem direct_integrand_decay (S : OrbitalSet A O V) (g : A → A → A → A → ℝ) {δ t : ℝ}
    (hδ : ∀ i a, δ ≤ S.evir a - S.eocc i) (ht : 0 ≤ t) :
    0 ≤ aoContraction S g g t ∧
      aoContraction S g g t ≤ Real.exp (-2 * δ * t) * aoContraction S g g 0 := by
  rw [aoContraction_eq, aoContraction_eq]
  constructor
  · exact Finset.sum_nonneg fun i _ => Finset.sum_nonneg fun a _ =>
      Finset.sum_nonneg fun j _ => Finset.sum_nonneg fun b _ =>
        mul_nonneg (mul_self_nonneg _) (Real.exp_pos _).le
  · simp only [Finset.mul_sum, mul_zero, Real.exp_zero, mul_one]
    refine Finset.sum_le_sum fun i _ => Finset.sum_le_sum fun a _ =>
      Finset.sum_le_sum fun j _ => Finset.sum_le_sum fun b _ => ?_
    -- each denominator is at least `2δ`
    have hD : 2 * δ ≤ denom S i a j b := by
      unfold denom
      linarith [hδ i a, hδ j b]
    have he : Real.exp (-denom S i a j b * t) ≤ Real.exp (-2 * δ * t) :=
      Real.exp_le_exp.mpr (by nlinarith [mul_le_mul_of_nonneg_right hD ht])
    rw [mul_comm (Real.exp (-2 * δ * t))]
    exact mul_le_mul_of_nonneg_left he (mul_self_nonneg _)

end

end AtomicOrbitalLaplaceMP2
```

```lean
#print axioms AtomicOrbitalLaplaceMP2.direct_mp2_eq_integral
#print axioms AtomicOrbitalLaplaceMP2.closed_shell_mp2_eq_integral
#print axioms AtomicOrbitalLaplaceMP2.direct_integrand_decay
```

```
'AtomicOrbitalLaplaceMP2.direct_mp2_eq_integral' depends on axioms: [propext, Classical.choice, Quot.sound]
'AtomicOrbitalLaplaceMP2.closed_shell_mp2_eq_integral' depends on axioms: [propext, Classical.choice, Quot.sound]
'AtomicOrbitalLaplaceMP2.direct_integrand_decay' depends on axioms: [propext, Classical.choice, Quot.sound]
```

## How the proofs follow the sums

The lemma `quad_comm` exchanges four atomic-orbital sums with four molecular-orbital sums. It treats each group as one sum over a product type, applies `Finset.sum_comm` once, and unfolds the products again. The lemma `quad_prod` expands a product of two occupied and two virtual sums.

In `pseudoTransform_eq`, `hexp` combines the four exponential weights, and `key` is the expansion of the four pseudo-densities multiplied by `h`. Applying `quad_comm` then collects the primed sums into `moIntegral S h`. The theorem `aoContraction_eq` repeats the exchange for the unprimed sums. There, `generalize` replaces the finished integral of `h` by a single symbol `m`, so that only the integral of `g` is expanded when the two sides are compared.

The analytic step is `laplace_bilinear`. Its `hD` proves that the denominators are positive, `hflat` writes the integrand as one finite sum over double excitations, and `hint` shows that each term is integrable. The sum and the integral are then exchanged, and `hL` evaluates the remaining exponential integral. The theorem also states integrability of the full contraction, which matters because Lean gives a non-integrable function the integral zero.

The direct theorem uses this result with both arrays equal to `g`. For exchange, `moIntegral_exchange` performs the renaming of $\nu$ and $\tau$ through its local statement `swap`, and `closed_shell_mp2_eq_integral` inserts the resulting array into the same bilinear identity.

The decay proof rewrites both contractions with `aoContraction_eq`. Non-negativity follows from squares multiplied by positive exponentials. For the upper bound, `hD` gives $2\delta\le D_{iajb}$, `he` compares the exponentials, and `Finset.sum_le_sum` adds the inequalities term by term.
